# N damped Chebyshev moments are recovered exactly from N grid values

Let $N\ge 1$, $\theta_k=\pi(k+\tfrac12)/N$ and $x_k=\cos\theta_k$ for $0\le k<N$. If real numbers $m_0,\dots,m_{N-1}$ give the grid values

$$y_k=m_0+2\sum_{1\le n<N}m_nT_n(x_k),\qquad\text{then}\qquad m_n=\frac1N\sum_{k<N}y_kT_n(x_k)\quad(n<N).$$

The kernel polynomial method expands the spectral density of a Hamiltonian, scaled to have its spectrum in $[-1,1]$, in Chebyshev polynomials $T_n$. The $m_n$ are its moments, damped by a kernel, and $y_k$ is the truncated density at $x_k$ times $\pi\sqrt{1-x_k^2}$. For $N$ moments and $N$ nodes, passing to the energy grid therefore loses no information.

In Lean, `m : ℕ → ℝ` is an arbitrary real sequence, of which `chebSeries N m` uses the first $N$ entries. That these entries come from a Hamiltonian is the step left to the application. Two names need care: `moment` is the cosine sum over grid data, not a trace over the Hamiltonian, and `weight` is the series factor $w_0=1$, $w_n=2$ for $n\ge1$, not a quadrature weight.

```lean
import Mathlib

open Real

namespace KernelPolynomialDCT

noncomputable section

/-- The Chebyshev polynomial of the first kind `T_n`, evaluated at the energy `x`. -/
def cheb (n : ℕ) (x : ℝ) : ℝ := (Polynomial.Chebyshev.T ℝ (n : ℤ)).eval x

/-- The angle `π (k + 1/2) / N` of the `k`-th grid point, for `N ≥ 1`. -/
def angle (N k : ℕ) : ℝ := π * ((k : ℝ) + 1 / 2) / N

/-- The `k`-th Chebyshev node `x_k = cos (π (k + 1/2) / N)`, for `N ≥ 1`. -/
def node (N k : ℕ) : ℝ := cos (angle N k)

/-- The kernel polynomial sum `m_0 + 2 ∑ m_n T_n(x)` over `1 ≤ n < N`, for `N ≥ 1`. -/
def chebSeries (N : ℕ) (m : ℕ → ℝ) (x : ℝ) : ℝ :=
  m 0 + 2 * ∑ n ∈ Finset.Ico 1 N, m n * cheb n x

/-- The discrete cosine sum `(1/N) ∑ y_k T_n(x_k)` of grid data `y`, for `N ≥ 1`. -/
def moment (N : ℕ) (y : ℕ → ℝ) (n : ℕ) : ℝ :=
  (1 / (N : ℝ)) * ∑ k ∈ Finset.range N, y k * cheb n (node N k)

/-- The factor of the `n`-th term in the kernel polynomial sum: one for `n = 0`, else two. -/
def weight (n : ℕ) : ℝ := if n = 0 then 1 else 2
```

## Wave orders strictly between 0 and 2N

At the nodes, $T_n(x_k)=\cos(n\theta_k)$.

```lean
/-- At a node the Chebyshev polynomial is a cosine: `T_n(x_k) = cos (n θ_k)`. -/
theorem cheb_node (N n k : ℕ) : cheb n (node N k) = cos ((n : ℝ) * angle N k) := by
  unfold cheb node
  rw [Polynomial.Chebyshev.T_real_cos, Int.cast_natCast]
```

In the next lemma `m` is an integer wave order, not a moment sequence. The condition $0<m<2N$ excludes the orders $0$ and $2N$, at which the wave equals $1$ and $-1$, respectively, at every grid angle. By hand,

$$2\sin\frac{m\pi}{2N}\cos(m\theta_k)=\sin\frac{m\pi(k+1)}N-\sin\frac{m\pi k}N .$$

Summing over $k$ leaves $\sin(m\pi)-\sin 0=0$. Since $0<m\pi/2N<\pi$, the prefactor is positive and can be divided out. In the proof these are `step`, `tel` and `hs`. At $m=0$ the sum is $N$, and at $m=2N$ it is $-N$.

```lean
/-- A cosine wave of order `m` with `0 < m < 2N` sums to zero over the `N` grid angles. -/
theorem sum_cos_angle {N m : ℕ} (hm : 0 < m) (hmN : m < 2 * N) :
    ∑ k ∈ Finset.range N, cos ((m : ℝ) * angle N k) = 0 := by
  have hN : (0 : ℝ) < N := by exact_mod_cast (by omega : 0 < N)
  have hm' : (0 : ℝ) < m := by exact_mod_cast hm
  have hlt : (m : ℝ) < 2 * N := by exact_mod_cast hmN
  have hs : 0 < sin ((m : ℝ) * π / (2 * N)) := by
    apply sin_pos_of_pos_of_lt_pi
    · positivity
    · rw [div_lt_iff₀ (by positivity)]
      nlinarith [mul_pos pi_pos (sub_pos.2 hlt)]
  -- each term is a difference of neighbouring sines
  have step : ∀ k : ℕ, 2 * sin ((m : ℝ) * π / (2 * N)) * cos ((m : ℝ) * angle N k)
      = sin ((m : ℝ) * π * ((k + 1 : ℕ) : ℝ) / N) - sin ((m : ℝ) * π * (k : ℝ) / N) := by
    intro k
    have h1 : (m : ℝ) * π * ((k + 1 : ℕ) : ℝ) / N
        = m * angle N k + m * π / (2 * N) := by
      unfold angle; push_cast; ring
    have h2 : (m : ℝ) * π * (k : ℝ) / N = m * angle N k - m * π / (2 * N) := by
      unfold angle; ring
    rw [h1, h2, sin_add, sin_sub]; ring
  have tel : 2 * sin ((m : ℝ) * π / (2 * N))
      * ∑ k ∈ Finset.range N, cos ((m : ℝ) * angle N k) = 0 := by
    rw [Finset.mul_sum, Finset.sum_congr rfl (fun k _ => step k),
      Finset.sum_range_sub (fun k : ℕ => sin ((m : ℝ) * π * (k : ℝ) / N))]
    have h : (m : ℝ) * π * (N : ℝ) / N = m * π := mul_div_cancel_right₀ _ hN.ne'
    have h0 : (m : ℝ) * π * ((0 : ℕ) : ℝ) / N = 0 := by simp
    simp only [h, h0, sin_nat_mul_pi, sin_zero, sub_zero]
  exact (mul_eq_zero.1 tel).resolve_left (mul_pos two_pos hs).ne'
```

## Polynomial degrees below N

The conditions $l,n<N$ restrict the overlaps to degrees that the grid resolves. From

$$T_l(x_k)T_n(x_k)=\tfrac12\left[\cos((l+n)\theta_k)+\cos((l-n)\theta_k)\right]$$

and $l\ne n$, both orders $l+n$ and $|l-n|$ lie strictly between $0$ and $2N$, so the sum over $k$ vanishes. For $l=n\ge1$ it is $N/2$, and for $l=n=0$ it is $N$. Hence $w_l\sum_kT_l(x_k)T_n(x_k)=N\delta_{ln}$.

The proof writes the larger degree as `a + d`, which avoids subtracting natural numbers; `key` handles unequal degrees. For $l=n=N$ the left side would be $0$ instead of $N$.

```lean
/-- Discrete orthogonality: for `l, n < N` the weighted overlap of `T_l` and `T_n` on the
grid is `N` if `l = n` and zero otherwise. -/
theorem discrete_orthogonality {N l n : ℕ} (hl : l < N) (hn : n < N) :
    weight l * ∑ k ∈ Finset.range N, cheb l (node N k) * cheb n (node N k)
      = if l = n then (N : ℝ) else 0 := by
  -- product of cosines as a sum of cosines
  have e : ∀ a d k : ℕ, cheb a (node N k) * cheb (a + d) (node N k)
      = (cos (((2 * a + d : ℕ) : ℝ) * angle N k) + cos ((d : ℝ) * angle N k)) / 2 := by
    intro a d k
    have h1 : ((2 * a + d : ℕ) : ℝ) * angle N k
        = ((a + d : ℕ) : ℝ) * angle N k + a * angle N k := by push_cast; ring
    have h2 : (d : ℝ) * angle N k
        = ((a + d : ℕ) : ℝ) * angle N k - a * angle N k := by push_cast; ring
    rw [cheb_node, cheb_node, h1, h2, cos_add, cos_sub]; ring
  have key : ∀ a d : ℕ, 0 < d → a + d < N →
      ∑ k ∈ Finset.range N, cheb a (node N k) * cheb (a + d) (node N k) = 0 := by
    intro a d hd h
    rw [Finset.sum_congr rfl (fun k _ => e a d k), ← Finset.sum_div,
      Finset.sum_add_distrib, sum_cos_angle (m := 2 * a + d) (by omega) (by omega),
      sum_cos_angle (m := d) hd (by omega), add_zero, zero_div]
  rcases lt_trichotomy l n with h | h | h
  · obtain ⟨d, rfl⟩ := Nat.exists_eq_add_of_le h.le
    rw [key l d (by omega) hn, if_neg h.ne, mul_zero]
  · subst h
    rw [if_pos rfl]
    by_cases h0 : l = 0
    · subst h0
      simp [weight, cheb]
    · have hsum := Finset.sum_congr (rfl : Finset.range N = Finset.range N)
        (fun k _ => e l 0 k)
      rw [← Finset.sum_div, Finset.sum_add_distrib,
        sum_cos_angle (m := 2 * l + 0) (by omega) (by omega)] at hsum
      simp only [add_zero, Nat.cast_zero, zero_mul, cos_zero, Finset.sum_const,
        Finset.card_range, nsmul_eq_mul, mul_one, zero_add] at hsum
      rw [hsum, weight, if_neg h0]; ring
  · obtain ⟨d, rfl⟩ := Nat.exists_eq_add_of_le h.le
    rw [Finset.sum_congr rfl (fun k _ => mul_comm _ _), key n d (by omega) hl,
      if_neg h.ne', mul_zero]
```

## At least one node

The condition $N\ge1$ lets the zeroth term be collected with the others: $y_k=\sum_{l<N}w_lm_lT_l(x_k)$. For $N=0$ the right side would be empty, while `chebSeries` would still contain $m_0$.

```lean
/-- For `N ≥ 1`, a sum with factors `1, 2, 2, ...` splits into its zeroth term and twice
the rest. -/
theorem weighted_sum {N : ℕ} (hN : 0 < N) (f : ℕ → ℝ) :
    f 0 + 2 * ∑ n ∈ Finset.Ico 1 N, f n = ∑ n ∈ Finset.range N, weight n * f n := by
  rw [Finset.range_eq_Ico, Finset.sum_eq_sum_Ico_succ_bot hN, Finset.mul_sum]
  congr 1
  · simp [weight]
  · refine Finset.sum_congr rfl (fun l hl => ?_)
    have h0 : l ≠ 0 := by
      have := (Finset.mem_Ico.1 hl).1
      omega
    rw [weight, if_neg h0]

/-- For `N ≥ 1`, the kernel polynomial sum is the weighted sum of all `m_n T_n(x)`, `n < N`. -/
theorem chebSeries_eq {N : ℕ} (hN : 0 < N) (m : ℕ → ℝ) (x : ℝ) :
    chebSeries N m x = ∑ n ∈ Finset.range N, weight n * (m n * cheb n x) := by
  rw [← weighted_sum hN (fun n => m n * cheb n x)]
  simp [chebSeries, cheb]
```

## A moment index below N

The condition $n<N$ says that the requested moment was put into the series; it also implies $N\ge1$. Inserting the series and exchanging the sums gives

$$\sum_ky_kT_n(x_k)=\sum_{l<N}m_lw_l\sum_kT_l(x_k)T_n(x_k)=Nm_n .$$

The `calc` block follows this line, and the last step divides by $N$. For $n=N$ the cosine sum returns $0$, whatever $m_N$ is.

Putting the factor 2 into the inverse as well would double every moment with $n\ge1$.

```lean
/-- Exact inversion of the discrete cosine transform: each moment `m_n` with `n < N` is
recovered from the values of the kernel polynomial sum at the `N` nodes. -/
theorem moment_chebSeries {N n : ℕ} (hn : n < N) (m : ℕ → ℝ) :
    moment N (fun k => chebSeries N m (node N k)) n = m n := by
  have hN : 0 < N := by omega
  have hN' : (N : ℝ) ≠ 0 := by exact_mod_cast hN.ne'
  have h : ∑ k ∈ Finset.range N, chebSeries N m (node N k) * cheb n (node N k)
      = N * m n := by
    calc _ = ∑ k ∈ Finset.range N, ∑ l ∈ Finset.range N,
          m l * (weight l * (cheb l (node N k) * cheb n (node N k))) := by
          refine Finset.sum_congr rfl (fun k _ => ?_)
          rw [chebSeries_eq hN, Finset.sum_mul]
          exact Finset.sum_congr rfl (fun l _ => by ring)
      _ = ∑ l ∈ Finset.range N, m l * (weight l *
          ∑ k ∈ Finset.range N, cheb l (node N k) * cheb n (node N k)) := by
          rw [Finset.sum_comm]; simp only [Finset.mul_sum]
      _ = ∑ l ∈ Finset.range N, m l * (if l = n then (N : ℝ) else 0) :=
          Finset.sum_congr rfl (fun l hl => by
            rw [discrete_orthogonality (Finset.mem_range.1 hl) hn])
      _ = N * m n := by
          simp only [mul_ite, mul_zero, Finset.sum_ite_eq', Finset.mem_range, hn, if_true]
          ring
  unfold moment
  rw [h, ← mul_assoc, one_div, inv_mul_cancel₀ hN', one_mul]
```

## A grid index below N

Conversely, arbitrary data $y_k$ are reproduced at the nodes with $k<N$, the only data that `moment` reads. Let $A_{nj}=T_n(x_j)$ and $B_{jn}=w_nT_n(x_j)/N$. Orthogonality gives $AB=1$, and for square matrices this implies $BA=1$. The series built from the moments of $y$ is then $\sum_jy_j(BA)_{jk}=y_k$. At $k=N$ the node coincides with $x_{N-1}$, so the series returns $y_{N-1}$.

```lean
/-- Conversely, any real data `y_k` on the `N` nodes are reproduced there by the kernel
polynomial sum built from their discrete cosine moments. -/
theorem chebSeries_moment {N k : ℕ} (hk : k < N) (y : ℕ → ℝ) :
    chebSeries N (moment N y) (node N k) = y k := by
  have hN : 0 < N := by omega
  have hN' : (N : ℝ) ≠ 0 := by exact_mod_cast hN.ne'
  let A : Matrix (Fin N) (Fin N) ℝ := Matrix.of fun n j => cheb n (node N j)
  let B : Matrix (Fin N) (Fin N) ℝ := Matrix.of fun j n => weight n * cheb n (node N j) / N
  have hAB : A * B = 1 := by
    ext n l
    have h := discrete_orthogonality l.2 n.2
    rw [Finset.sum_range] at h
    rw [Matrix.mul_apply, Matrix.one_apply]
    calc ∑ j, A n j * B j l
        = (weight l * ∑ j : Fin N, cheb l (node N j) * cheb n (node N j)) / N := by
          rw [Finset.mul_sum, Finset.sum_div]
          exact Finset.sum_congr rfl (fun j _ => by simp only [A, B, Matrix.of_apply]; ring)
      _ = _ := by
          rw [h]
          by_cases e : n = l
          · subst e
            rw [if_pos rfl, if_pos rfl, div_self hN']
          · rw [if_neg (fun q => e (Fin.ext q.symm)), if_neg e, zero_div]
  -- a one-sided inverse of a square matrix is two-sided
  have hBA : B * A = 1 := mul_eq_one_comm.1 hAB
  have hd : ∀ j : Fin N, ∑ n, B j n * A n ⟨k, hk⟩ = if j = ⟨k, hk⟩ then 1 else 0 := by
    intro j
    rw [← Matrix.mul_apply, hBA, Matrix.one_apply]
  calc _ = ∑ n : Fin N, ∑ j : Fin N, y j * (B j n * A n ⟨k, hk⟩) := by
        rw [chebSeries_eq hN, Finset.sum_range]
        refine Finset.sum_congr rfl (fun n _ => ?_)
        unfold moment
        rw [Finset.sum_range, Finset.mul_sum, Finset.sum_mul, Finset.mul_sum]
        exact Finset.sum_congr rfl (fun j _ => by simp only [A, B, Matrix.of_apply]; ring)
    _ = ∑ j : Fin N, y j * ∑ n, B j n * A n ⟨k, hk⟩ := by
        rw [Finset.sum_comm]; simp only [Finset.mul_sum]
    _ = y k := by simp only [hd]; simp
```

Inserting the series for one factor of $y_k^2$ and applying the inversion to the other gives Parseval's identity, again for $N\ge1$:

$$\frac1N\sum_ky_k^2=\sum_{n<N}w_nm_n\,\frac1N\sum_ky_kT_n(x_k)=m_0^2+2\sum_{1\le n<N}m_n^2 .$$

```lean
/-- Parseval's identity: for `N ≥ 1` the mean square of the kernel polynomial sum over the
nodes is `m_0² + 2 ∑ m_n²`, summed over `1 ≤ n < N`. -/
theorem parseval {N : ℕ} (hN : 0 < N) (m : ℕ → ℝ) :
    (1 / (N : ℝ)) * ∑ k ∈ Finset.range N, chebSeries N m (node N k) ^ 2
      = m 0 ^ 2 + 2 * ∑ n ∈ Finset.Ico 1 N, m n ^ 2 := by
  rw [weighted_sum hN (fun n => m n ^ 2)]
  calc _ = ∑ k ∈ Finset.range N, ∑ n ∈ Finset.range N, weight n * m n *
        ((1 / (N : ℝ)) * (chebSeries N m (node N k) * cheb n (node N k))) := by
        rw [Finset.mul_sum]
        refine Finset.sum_congr rfl (fun k _ => ?_)
        rw [sq]
        nth_rewrite 2 [chebSeries_eq hN]
        rw [Finset.mul_sum, Finset.mul_sum]
        exact Finset.sum_congr rfl (fun n _ => by ring)
    _ = ∑ n ∈ Finset.range N, weight n * m n *
        moment N (fun k => chebSeries N m (node N k)) n := by
        rw [Finset.sum_comm]; simp only [moment, Finset.mul_sum]
    _ = _ := Finset.sum_congr rfl (fun n hn => by
        rw [moment_chebSeries (Finset.mem_range.1 hn)]; ring)
```

## Degrees that add up to 2N

If $n+l=2N$, the two degrees are mirror images about $N$. Since $2N\theta_k=2\pi k+\pi$,

$$\cos(l\theta_k)=\cos(2\pi k+\pi-n\theta_k)=-\cos(n\theta_k),$$

which is the identity `e` followed by two cosine rules. If the degrees add up to $4N$ instead, the sign is plus.

```lean
/-- Aliasing: for `N ≥ 1` and `n + l = 2N`, the polynomials `T_l` and `-T_n` agree at every
node. -/
theorem aliasing {N n l : ℕ} (hN : 0 < N) (h : n + l = 2 * N) (k : ℕ) :
    cheb l (node N k) = -cheb n (node N k) := by
  have hN' : (N : ℝ) ≠ 0 := by exact_mod_cast hN.ne'
  have hl : (n : ℝ) + l = 2 * N := by exact_mod_cast h
  have ha : angle N k * N = π * ((k : ℝ) + 1 / 2) := div_mul_cancel₀ _ hN'
  have e : (l : ℝ) * angle N k = (π - n * angle N k) + k * (2 * π) := by
    linear_combination angle N k * hl + 2 * ha
  rw [cheb_node, cheb_node, e, cos_add_nat_mul_two_pi, cos_pi_sub]
```

Taking $n=l=N$ gives $T_N(x_k)=0$. The moment $m_N$ thus leaves no trace on the grid, and $N$ nodes cannot determine $N+1$ moments.

```lean
/-- Sharpness: for `N ≥ 1`, adding the term of the moment `m_N` to the kernel polynomial sum
changes none of its values at the `N` nodes. -/
theorem next_moment_invisible {N : ℕ} (hN : 0 < N) (m : ℕ → ℝ) (k : ℕ) :
    chebSeries (N + 1) m (node N k) = chebSeries N m (node N k) := by
  have h0 : cheb N (node N k) = 0 := by
    have := aliasing (n := N) (l := N) hN (by omega) k
    linarith
  unfold chebSeries
  rw [Finset.sum_Ico_succ_top (by omega : 1 ≤ N), h0, mul_zero, add_zero]

end

end KernelPolynomialDCT
```

```lean
#print axioms KernelPolynomialDCT.moment_chebSeries
#print axioms KernelPolynomialDCT.chebSeries_moment
#print axioms KernelPolynomialDCT.parseval
#print axioms KernelPolynomialDCT.next_moment_invisible
```

```
'KernelPolynomialDCT.moment_chebSeries' depends on axioms: [propext, Classical.choice, Quot.sound]
'KernelPolynomialDCT.chebSeries_moment' depends on axioms: [propext, Classical.choice, Quot.sound]
'KernelPolynomialDCT.parseval' depends on axioms: [propext, Classical.choice, Quot.sound]
'KernelPolynomialDCT.next_moment_invisible' depends on axioms: [propext, Classical.choice, Quot.sound]
```
